# One electron on a ring with hoppings t(1±d), |d| ≤ 1, gains no energy from dimerization

Number the sites of a ring modulo \(2N\), with \(N\ge 1\), and let bond \(i\) join sites \(i\) and \(i+1\) with hopping amplitude \(t_i=t(1+d\,s_i)\), where \(t\ge 0\) is an energy, \(d\) is the dimensionless dimerization, and \(s_i\) is \(+1\) on even sites and \(-1\) on odd ones. The one-electron Hamiltonian \(H\) has no on-site energies, and each bond adds \(-t_i\) to the two matrix entries that connect its ends.

```lean
import Mathlib

open Matrix

namespace SingleElectronPeierls

noncomputable section

/-- The alternating sign on a ring of `2N` sites: `+1` on even sites and `-1` on odd sites. -/
def stagger {N : ℕ} (i : ZMod (2 * N)) : ℝ :=
  if ZMod.castHom (dvd_mul_right 2 N) (ZMod 2) i = 0 then 1 else -1

/-- The hopping amplitude on the bond between sites `i` and `i + 1`:
`t(1+d)` for even `i` and `t(1-d)` for odd `i`. -/
def hop {N : ℕ} (t d : ℝ) (i : ZMod (2 * N)) : ℝ := t * (1 + d * stagger i)

/-- The one-electron Hamiltonian of the dimerized ring: each bond contributes minus its
hopping amplitude to the two matrix entries that connect its ends. -/
def hamiltonian (N : ℕ) (t d : ℝ) : Matrix (ZMod (2 * N)) (ZMod (2 * N)) ℝ :=
  Matrix.of fun i j =>
    (if j = i + 1 then -hop t d i else 0) + (if i = j + 1 then -hop t d j else 0)

/-- The one-electron energy levels: the eigenvalues of the Hamiltonian. -/
def levels (N : ℕ) [NeZero N] (t d : ℝ) : Set ℝ :=
  {E | ∃ ψ : ZMod (2 * N) → ℝ, ψ ≠ 0 ∧ hamiltonian N t d *ᵥ ψ = E • ψ}

/-- The ground-state energy of a single electron: the infimum of its levels. -/
def groundEnergy (N : ℕ) [NeZero N] (t d : ℝ) : ℝ := sInf (levels N t d)

/-- The state with equal amplitudes on the two ends of the bond from `i` to `i + 1`. -/
def bondState {N : ℕ} (i : ZMod (2 * N)) : ZMod (2 * N) → ℝ :=
  Pi.single i 1 + Pi.single (i + 1) 1

/-- The alternating sign flips from each site to the next, all around the ring. -/
theorem stagger_succ {N : ℕ} (i : ZMod (2 * N)) : stagger (i + 1) = -stagger i := by
  have h : ∀ p : ZMod 2, (p + 1 = 0 ↔ ¬ p = 0) := by decide
  simp only [stagger, map_add, map_one, h]
  split_ifs <;> norm_num

private lemma stagger_cases {N : ℕ} (i : ZMod (2 * N)) : stagger i = 1 ∨ stagger i = -1 := by
  unfold stagger
  split_ifs <;> simp

private lemma hop_pair {N : ℕ} (t d : ℝ) (i : ZMod (2 * N)) :
    hop t d i + hop t d (i - 1) = 2 * t := by
  have h := stagger_succ (i - 1)
  rw [sub_add_cancel] at h
  unfold hop
  rw [h]
  ring

private lemma two_ne {N : ℕ} (hN : 2 ≤ N) : (1 + 1 : ZMod (2 * N)) ≠ 0 := by
  intro h
  have h' : ((2 : ℕ) : ZMod (2 * N)) = 0 := by
    push_cast
    linear_combination h
  have := Nat.le_of_dvd two_pos ((CharP.cast_eq_zero_iff (ZMod (2 * N)) (2 * N) 2).mp h')
  omega

/-- On a ring of at least four sites, the matrix entry between neighbours is minus the
hopping amplitude of their bond. -/
theorem hamiltonian_neighbour {N : ℕ} (hN : 2 ≤ N) (t d : ℝ) (i : ZMod (2 * N)) :
    hamiltonian N t d i (i + 1) = -hop t d i := by
  have e : ¬ i = i + 1 + 1 := fun h => two_ne hN (by linear_combination -h)
  rw [hamiltonian, Matrix.of_apply, if_pos rfl, if_neg e, add_zero]

variable {N : ℕ} [NeZero N]

/-- At site `i`, `Hψ` is minus the sum of the amplitudes at `i + 1` and `i - 1`, each multiplied by
the hopping amplitude of the bond that joins it to `i`. -/
theorem hamiltonian_mulVec (t d : ℝ) (ψ : ZMod (2 * N) → ℝ) (i : ZMod (2 * N)) :
    (hamiltonian N t d *ᵥ ψ) i = -hop t d i * ψ (i + 1) - hop t d (i - 1) * ψ (i - 1) := by
  have h : ∀ j, (i = j + 1) ↔ (j = i - 1) := fun j =>
    ⟨fun h => by rw [h, add_sub_cancel_right], fun h => by rw [h, sub_add_cancel]⟩
  simp only [hamiltonian, Matrix.mulVec, dotProduct, Matrix.of_apply, h, add_mul, ite_mul,
    zero_mul, Finset.sum_add_distrib, Finset.sum_ite_eq', Finset.mem_univ, if_true]
  ring

/-- For a real vector `ψ` of any norm, `⟨ψ, Hψ⟩` plus `2t` times the squared norm of `ψ` is a sum
over bonds of the hopping amplitude times the squared difference of the amplitudes at the two ends.
-/
theorem energy_above_bottom (t d : ℝ) (ψ : ZMod (2 * N) → ℝ) :
    ψ ⬝ᵥ (hamiltonian N t d *ᵥ ψ) + 2 * t * (ψ ⬝ᵥ ψ)
      = ∑ i, hop t d i * (ψ (i + 1) - ψ i) ^ 2 := by
  let g : ZMod (2 * N) → ℝ := fun i => hop t d i * ψ (i + 1) ^ 2 - hop t d i * ψ i * ψ (i + 1)
  -- translation by one site leaves a sum over the ring unchanged
  have shift : ∑ i, g (i - 1) = ∑ i, g i := (Equiv.subRight (1 : ZMod (2 * N))).sum_comp g
  have key : ψ ⬝ᵥ (hamiltonian N t d *ᵥ ψ) + 2 * t * (ψ ⬝ᵥ ψ)
      = ∑ i, (hop t d i * (ψ (i + 1) - ψ i) ^ 2 + (g (i - 1) - g i)) := by
    simp only [dotProduct]
    rw [Finset.mul_sum, ← Finset.sum_add_distrib]
    refine Finset.sum_congr rfl fun i _ => ?_
    rw [hamiltonian_mulVec]
    simp only [g, sub_add_cancel]
    linear_combination (-(ψ i) ^ 2) * hop_pair t d i
  rw [key, Finset.sum_add_distrib, Finset.sum_sub_distrib, shift, sub_self, add_zero]

/-- For `t ≥ 0` and `|d| ≤ 1`, the lowest level of a single electron on the ring is exactly `-2t`.
-/
theorem lowest_level {t d : ℝ} (ht : 0 ≤ t) (hd : |d| ≤ 1) :
    IsLeast (levels N t d) (-(2 * t)) := by
  constructor
  · -- the uniform state has energy `-2t`
    refine ⟨fun _ => 1, fun h => by simpa using congrFun h 0, ?_⟩
    ext i
    rw [hamiltonian_mulVec]
    simp only [Pi.smul_apply, smul_eq_mul]
    linear_combination -(hop_pair t d i)
  · rintro E ⟨ψ, hψ, hE⟩
    obtain ⟨k, hk⟩ := Function.ne_iff.mp hψ
    have hpos : 0 < ψ ⬝ᵥ ψ :=
      Finset.sum_pos' (fun i _ => mul_self_nonneg (ψ i))
        ⟨k, Finset.mem_univ k, mul_self_pos.mpr hk⟩
    -- all hopping amplitudes are nonnegative, hence so is the sum over bonds
    have hsum : 0 ≤ ∑ i, hop t d i * (ψ (i + 1) - ψ i) ^ 2 := by
      refine Finset.sum_nonneg fun i _ => mul_nonneg (mul_nonneg ht ?_) (sq_nonneg _)
      obtain ⟨h1, h2⟩ := abs_le.mp hd
      rcases stagger_cases i with h | h <;> rw [h] <;> linarith
    rw [← energy_above_bottom, hE, dotProduct_smul, smul_eq_mul] at hsum
    exact le_of_mul_le_mul_right (by linarith) hpos

/-- With any positive elastic constant `K`, the total energy of the ring with one electron is
strictly lower without distortion than with a distortion `d ≠ 0`, `|d| ≤ 1`. -/
theorem no_single_electron_distortion {t d K : ℝ} (ht : 0 ≤ t) (hd : |d| ≤ 1)
    (hd0 : d ≠ 0) (hK : 0 < K) :
    groundEnergy N t 0 + K * 0 ^ 2 < groundEnergy N t d + K * d ^ 2 := by
  have h0 : groundEnergy N t 0 = -(2 * t) := (lowest_level ht (by simp)).csInf_eq
  have h1 : groundEnergy N t d = -(2 * t) := (lowest_level ht hd).csInf_eq
  have h2 : 0 < K * d ^ 2 := by positivity
  rw [h0, h1]
  linarith

/-- For `t > 0` and `|d| < 1`, the solutions of the eigenvalue equation at energy `-2t` are
exactly the uniform amplitudes. -/
theorem ground_state_uniform {t d : ℝ} (ht : 0 < t) (hd : |d| < 1) (ψ : ZMod (2 * N) → ℝ) :
    hamiltonian N t d *ᵥ ψ = (-(2 * t)) • ψ ↔ ∀ i, ψ i = ψ 0 := by
  constructor
  · intro hE
    have hpos : ∀ i : ZMod (2 * N), 0 < hop t d i := fun i => by
      obtain ⟨h1, h2⟩ := abs_lt.mp hd
      refine mul_pos ht ?_
      rcases stagger_cases i with h | h <;> rw [h] <;> linarith
    have hz := energy_above_bottom t d ψ
    rw [hE, dotProduct_smul, smul_eq_mul, neg_mul, neg_add_cancel] at hz
    -- every bond term vanishes, so neighbouring amplitudes agree
    have hb := (Finset.sum_eq_zero_iff_of_nonneg
      (fun i _ => mul_nonneg (hpos i).le (sq_nonneg (ψ (i + 1) - ψ i)))).mp hz.symm
    have hstep : ∀ i, ψ (i + 1) = ψ i := fun i => by
      rcases mul_eq_zero.mp (hb i (Finset.mem_univ i)) with h | h
      · exact absurd h (hpos i).ne'
      · exact sub_eq_zero.mp (pow_eq_zero_iff two_ne_zero |>.mp h)
    have hn : ∀ n : ℕ, ψ (n : ZMod (2 * N)) = ψ 0 := by
      intro n
      induction n with
      | zero => rw [Nat.cast_zero]
      | succ n ih => rw [Nat.cast_succ, hstep, ih]
    intro i
    have h := hn i.val
    rwa [ZMod.natCast_zmod_val] at h
  · intro h
    ext i
    rw [hamiltonian_mulVec, h (i + 1), h (i - 1), Pi.smul_apply, h i, smul_eq_mul]
    linear_combination (-(ψ 0)) * hop_pair t d i

/-- On a ring of at least four sites, the state on a single bond has squared norm `2` and
unnormalized energy minus twice the hopping amplitude of that bond. -/
theorem bondState_energy (hN : 2 ≤ N) (t d : ℝ) (i : ZMod (2 * N)) :
    bondState i ⬝ᵥ bondState i = 2 ∧
      bondState i ⬝ᵥ (hamiltonian N t d *ᵥ bondState i) = -(2 * hop t d i) := by
  have h2 := two_ne hN
  have h1 : (1 : ZMod (2 * N)) ≠ 0 := fun h => h2 (by rw [h, add_zero])
  have a : i + 1 ≠ i := fun h => h1 (by linear_combination h)
  have b : i - 1 ≠ i := fun h => h1 (by linear_combination -h)
  have c : i - 1 ≠ i + 1 := fun h => h2 (by linear_combination -h)
  have e : i + 1 + 1 ≠ i := fun h => h2 (by linear_combination h)
  have f : i + 1 + 1 ≠ i + 1 := fun h => h1 (by linear_combination h)
  have v0 : bondState i i = 1 := by
    rw [bondState, Pi.add_apply, Pi.single_eq_same, Pi.single_eq_of_ne a.symm, add_zero]
  have v1 : bondState i (i + 1) = 1 := by
    rw [bondState, Pi.add_apply, Pi.single_eq_same, Pi.single_eq_of_ne a, zero_add]
  have v2 : bondState i (i - 1) = 0 := by
    rw [bondState, Pi.add_apply, Pi.single_eq_of_ne b, Pi.single_eq_of_ne c, add_zero]
  have v3 : bondState i (i + 1 + 1) = 0 := by
    rw [bondState, Pi.add_apply, Pi.single_eq_of_ne e, Pi.single_eq_of_ne f, add_zero]
  have dot : ∀ F : ZMod (2 * N) → ℝ, bondState i ⬝ᵥ F = F i + F (i + 1) := fun F => by
    simp [bondState, add_dotProduct]
  constructor
  · rw [dot, v0, v1]
    norm_num
  · rw [dot, hamiltonian_mulVec, hamiltonian_mulVec, add_sub_cancel_right, v0, v1, v2, v3]
    ring

/-- The bound `|d| ≤ 1` is sharp: for `t > 0` and `|d| > 1`, on a ring of at least four sites, some
state has mean energy below `-2t`. -/
theorem below_bottom_of_large_dimerization (hN : 2 ≤ N) {t d : ℝ} (ht : 0 < t)
    (hd : 1 < |d|) :
    ∃ ψ : ZMod (2 * N) → ℝ, ψ ⬝ᵥ (hamiltonian N t d *ᵥ ψ) < -(2 * t) * (ψ ⬝ᵥ ψ) := by
  have s0 : stagger (0 : ZMod (2 * N)) = 1 := by simp [stagger]
  -- choose a bond whose hopping is `t(1+|d|)`
  obtain ⟨i, hi⟩ : ∃ i : ZMod (2 * N), d * stagger i = |d| := by
    rcases le_total 0 d with h | h
    · exact ⟨0, by rw [s0, abs_of_nonneg h, mul_one]⟩
    · exact ⟨0 + 1, by rw [stagger_succ, s0, abs_of_nonpos h]; ring⟩
  obtain ⟨hnorm, hen⟩ := bondState_energy hN t d i
  refine ⟨bondState i, ?_⟩
  rw [hnorm, hen, hop, hi]
  nlinarith [mul_pos ht (sub_pos.mpr hd)]

end

end SingleElectronPeierls
```

```lean
#print axioms SingleElectronPeierls.hamiltonian_neighbour
#print axioms SingleElectronPeierls.no_single_electron_distortion
#print axioms SingleElectronPeierls.ground_state_uniform
#print axioms SingleElectronPeierls.below_bottom_of_large_dimerization
```

```
'SingleElectronPeierls.hamiltonian_neighbour' depends on axioms: [propext, Classical.choice, Quot.sound]
'SingleElectronPeierls.no_single_electron_distortion' depends on axioms: [propext, Classical.choice, Quot.sound]
'SingleElectronPeierls.ground_state_uniform' depends on axioms: [propext, Classical.choice, Quot.sound]
'SingleElectronPeierls.below_bottom_of_large_dimerization' depends on axioms: [propext, Classical.choice, Quot.sound]
```

## From the ring to the Lean definitions

The sites are `ZMod (2 * N)`, so adding 1 to the last site returns to the first. The sign \(s_i\) is `stagger i`, the amplitude \(t_i\) is `hop t d i`, and \(H\) is `hamiltonian N t d`. A level is a real \(E\) for which \(H\psi=E\psi\) has a nonzero real solution; since \(H\) is real and symmetric, complex amplitudes would add no levels. `groundEnergy` is the infimum of the levels.

`lowest_level` says that for \(t\ge0\) and \(|d|\le1\) the number \(-2t\) is itself a level and no level lies below it. `no_single_electron_distortion` adds an elastic energy \(Kd^2\), where the postulated constant \(K>0\) represents the harmonic stiffness of the lattice against the alternating distortion. The undistorted ring then has strictly lower total energy than any ring with \(0<|d|\le1\).

The model has one electron, a finite ring and a single distortion parameter. The Peierls instability towards this alternating pattern concerns a long chain with a half-filled band. If several non-interacting electrons fill the levels of this ring, the lowest level still does not move for \(|d|\le1\), so any electronic gain in that range must come from occupied levels above it.

## The energy as a sum over bonds

The signs alternate, so the two bonds meeting at site \(i\) satisfy \(t_i+t_{i-1}=2t\) (`hop_pair`). The Hamiltonian acts as

\[
(H\psi)_i=-t_i\psi_{i+1}-t_{i-1}\psi_{i-1}.
\]

Multiply by \(\psi_i\), sum over the ring, and shift the index in the second term:

\[
\langle\psi,H\psi\rangle=-2\sum_i t_i\psi_i\psi_{i+1}.
\]

In the same way,

\[
2t\langle\psi,\psi\rangle=\sum_i(t_i+t_{i-1})\psi_i^2=\sum_i t_i(\psi_i^2+\psi_{i+1}^2).
\]

Adding the two gives

\[
\langle\psi,H\psi\rangle+2t\langle\psi,\psi\rangle=\sum_i t_i(\psi_{i+1}-\psi_i)^2 .
\]

This is `energy_above_bottom`. Its proof collects the shifted terms in a function `g`, and `shift` shows that translating `g` by one site leaves its sum unchanged.

For \(|d|\le1\) every \(t_i\) is nonnegative. If \(H\psi=E\psi\) with \(\psi\ne0\), the identity becomes \((E+2t)\langle\psi,\psi\rangle\ge0\), hence \(E\ge-2t\). The uniform state attains the bound, because \(-(t_i+t_{i-1})=-2t\) at every site. These are the two halves of `lowest_level`; the distortion theorem then compares \(-2t\) with \(-2t+Kd^2\).

## Uniqueness and the range of d

If \(t>0\) and \(|d|<1\), all \(t_i\) are positive. At \(E=-2t\) the bond sum vanishes, so each term does, and neighbouring amplitudes agree. `ground_state_uniform` carries this equality around the ring by induction. At \(|d|=1\) every second bond is cut: the ring falls into \(N\) separate pairs, each with lowest level \(-2t\), so for \(N\ge2\) uniqueness is lost.

For \(|d|>1\), \(t>0\) and \(N\ge2\), take the normalised state with amplitude \(1/\sqrt2\) on both ends of a bond with hopping \(t(1+|d|)\). Its mean energy is \(-t(1+|d|)<-2t\). Lean uses the unnormalised `bondState`, with squared norm 2 and energy \(-2t_i\). The condition \(N\ge2\) enters through `two_ne`, which keeps the left and right neighbours of a site distinct.

On the two-site ring, \(N=1\), both bonds join the same pair. The off-diagonal entry is \(-t(1+d)-t(1-d)=-2t\), and the levels are \(\pm2t\) for every \(d\).

## Four sites with t = 1 and d = 1/2

The hoppings are \(3/2,\,1/2,\,3/2,\,1/2\). The vector \((1,1,1,1)\) gives \(-3/2-1/2=-2\) at each site, and \((1,1,-1,-1)\) gives the level \(-3/2+1/2=-1\). Reversing the sign on odd sites reverses the energy, so direct calculation yields the full spectrum \(-2,-1,1,2\).

At \(d=0\) the same vectors give \(-2,0,0,2\). The lowest level has stayed put while the second has dropped from 0 to \(-1\): two non-interacting spinless electrons would gain electronic energy from this distortion, and one does not.
